# Bounds −1 ≤ β ≤ 2 for s → p photoionisation with spin-orbit interaction

## Two amplitudes for one p wave

Light linearly polarised along a unit vector e ejects an s electron with unpolarised spin into a p wave. We ask how the intensity I depends on the angle θ between e and the emission direction n, also a unit vector. Spin-orbit interaction can give the j = 1/2 and j = 3/2 parts of the wave different complex amplitudes, R1 and R3; the labels are 2j. Write

C = |R1|² + 2|R3|²,  N = 2|R3|² + 4 Re(R1 conj(R3)),  β = N/C.

The amplitudes are not both zero, meaning that some ionisation occurs, so C > 0. With P₂(cos θ) = (3cos²θ − 1)/2, β is the coefficient in

I = (C/9)(1 + β P₂(cos θ)).

In this one-electron dipole model, β falls below 2 exactly when the two continuum amplitudes differ, so it is a probe of spin-orbit effects in the continuum.

## What the theorems say

A p wave with spin is a function `ψ : Fin 3 → Fin 2 → ℂ`: three Cartesian components, each with spin up (0) and down (1). `spinOrbit` is σ·L, with L in units of ħ and σ the Pauli matrices. `intensity` sums over final spins and averages over initial ones, with factors that are the same in every direction omitted.

- `angular_distribution_iff`: for a unit vector e, a real number b gives the above distribution in every direction if and only if b = β.
- `asymmetry_range`: −1 ≤ β ≤ 2, with β = 2 if and only if R1 = R3, and β = −1 if and only if R1 = −2R3.
- `asymmetry_fano`: if R1 ≠ R3, then β = 2(|x|² − 1)/(|x|² + 2), where x = (R1 + 2R3)/(R3 − R1). This Fano parameter is complex here, whereas it is often taken as real.
- `asymmetry_phase`: if R1 = exp(iδ)R3 with R3 ≠ 0 and δ real, then β = (2 + 4cos δ)/3.

R1 and R3 are given numbers. Identifying them with the dipole matrix elements of a real atom, scattering phases included, is a separate physical step. Other channels and corrections beyond the dipole approximation are left out.

## From spin amplitudes to the bounds

For l = 1, j(j+1) = 2 + 3/4 + σ·L, so σ·L is −2 for j = 1/2 and 1 for j = 3/2. The projectors are therefore (1 − σ·L)/3 and (2 + σ·L)/3.

Light produces the wave e χ from an initial spinor χ. Since (L_k)_ab = −i ε_kab, with i the imaginary unit and ε the Levi-Civita symbol, the component of σ·L(e χ) along n is −i σ·(n × e)χ. Weighting the two projections gives the amplitude Mχ, with

M = [(R1 + 2R3)(n·e) + i(R1 − R3) σ·(n × e)]/3.

The intensity is half the trace of M†M. The cross terms are proportional to σ·(n × e) and have zero trace. With |n × e|² = sin²θ,

I = [|R1 + 2R3|² cos²θ + |R1 − R3|² sin²θ]/9.

Expanding the squares,

|R1 + 2R3|² = |R1|² + 4|R3|² + 4 Re(R1 conj(R3)) = C + N,

|R1 − R3|² = |R1|² + |R3|² − 2 Re(R1 conj(R3)) = C − N/2.

Hence I = [C + N(cos²θ − sin²θ/2)]/9, and the bracket multiplying N is P₂. At θ = 0, P₂ = 1, so for given C the intensity there already fixes the coefficient. Substituting N = βC,

(β + 1)C = |R1 + 2R3|²,

(2 − β)C = 2|R1 − R3|².

The right-hand sides are non-negative and C > 0, which gives both bounds. Each bound is reached exactly when its square vanishes.

For R1 ≠ R3, dividing the two identities gives |x|² = 2(β + 1)/(2 − β), which solves to the Fano form. For equal moduli, N = (2 + 4cos δ)|R3|² and C = 3|R3|², which gives the phase formula.

## The complete Lean file

```lean
import Mathlib

open Matrix ComplexConjugate

namespace PhotoelectronAsymmetry

noncomputable section

/-- The Cartesian components of orbital angular momentum on a p shell, in units of ħ. -/
def orbital : Fin 3 → Matrix (Fin 3) (Fin 3) ℂ :=
  ![!![0, 0, 0; 0, 0, -Complex.I; 0, Complex.I, 0],
    !![0, 0, Complex.I; 0, 0, 0; -Complex.I, 0, 0],
    !![0, -Complex.I, 0; Complex.I, 0, 0; 0, 0, 0]]

/-- The three Pauli matrices. -/
def pauli : Fin 3 → Matrix (Fin 2) (Fin 2) ℂ :=
  ![!![0, 1; 1, 0], !![0, -Complex.I; Complex.I, 0], !![1, 0; 0, -1]]

/-- The spin-orbit operator σ·L acting on a p wave with spin. -/
def spinOrbit (ψ : Fin 3 → Fin 2 → ℂ) (i : Fin 3) (s : Fin 2) : ℂ :=
  ∑ k, ∑ j, ∑ t, orbital k i j * pauli k s t * ψ j t

/-- The j = 1/2 part of a p wave, (1 - σ·L)/3. -/
def pHalf (ψ : Fin 3 → Fin 2 → ℂ) (i : Fin 3) (s : Fin 2) : ℂ :=
  (ψ i s - spinOrbit ψ i s) / 3

/-- The j = 3/2 part of a p wave, (2 + σ·L)/3. -/
def pThreeHalf (ψ : Fin 3 → Fin 2 → ℂ) (i : Fin 3) (s : Fin 2) : ℂ :=
  (2 * ψ i s + spinOrbit ψ i s) / 3

/-- The p wave made from an s electron of spin `m` by light polarised along `e`. -/
def dipoleState (e : Fin 3 → ℝ) (m : Fin 2) (i : Fin 3) (s : Fin 2) : ℂ :=
  (e i : ℂ) * (if s = m then 1 else 0)

/-- The amplitude for emission along `n` with final spin `s` from initial spin `m`, the
j = 1/2 and j = 3/2 parts being weighted by `R1` and `R3`. -/
def amplitude (R1 R3 : ℂ) (e n : Fin 3 → ℝ) (m s : Fin 2) : ℂ :=
  ∑ i, (n i : ℂ) * (R1 * pHalf (dipoleState e m) i s + R3 * pThreeHalf (dipoleState e m) i s)

/-- The intensity along `n`, summed over final spins and averaged over initial spins. -/
def intensity (R1 R3 : ℂ) (e n : Fin 3 → ℝ) : ℝ :=
  (∑ m, ∑ s, Complex.normSq (amplitude R1 R3 e n m s)) / 2

/-- The asymmetry parameter β, for amplitudes `R1` and `R3` that are not both zero. -/
def asymmetry (R1 R3 : ℂ) : ℝ :=
  (2 * Complex.normSq R3 + 4 * (R1 * conj R3).re) /
    (Complex.normSq R1 + 2 * Complex.normSq R3)

/-- The six components of σ·L acting on a p wave with spin. -/
theorem spinOrbit_apply (ψ : Fin 3 → Fin 2 → ℂ) :
    spinOrbit ψ 0 0 = ψ 2 1 - Complex.I * ψ 1 0 ∧
    spinOrbit ψ 0 1 = -ψ 2 0 + Complex.I * ψ 1 1 ∧
    spinOrbit ψ 1 0 = Complex.I * ψ 0 0 - Complex.I * ψ 2 1 ∧
    spinOrbit ψ 1 1 = -(Complex.I * ψ 0 1) - Complex.I * ψ 2 0 ∧
    spinOrbit ψ 2 0 = Complex.I * ψ 1 1 - ψ 0 1 ∧
    spinOrbit ψ 2 1 = Complex.I * ψ 1 0 + ψ 0 0 := by
  refine ⟨?_, ?_, ?_, ?_, ?_, ?_⟩ <;>
    simp [spinOrbit, orbital, pauli, Fin.sum_univ_three, Fin.sum_univ_two] <;> ring

/-- On the j = 1/2 part σ·L has the value -2, and on the j = 3/2 part the value 1. -/
theorem spinOrbit_eigenparts (ψ : Fin 3 → Fin 2 → ℂ) (i : Fin 3) (s : Fin 2) :
    spinOrbit (pHalf ψ) i s = -2 * pHalf ψ i s ∧
    spinOrbit (pThreeHalf ψ) i s = pThreeHalf ψ i s := by
  fin_cases i <;> fin_cases s <;> constructor <;>
    simp only [Fin.zero_eta, Fin.mk_one, Fin.reduceFinMk, Fin.isValue, spinOrbit_apply,
      pHalf, pThreeHalf] <;>
    ring_nf <;> simp only [Complex.I_sq] <;> ring

/-- The four spin amplitudes: the spin-independent part goes with `R1 + 2 R3` and `e·n`, the
spin-dependent part with `R1 - R3` and the components of `n × e`. -/
theorem amplitude_apply (R1 R3 : ℂ) (e n : Fin 3 → ℝ) :
    amplitude R1 R3 e n 0 0 = ((R1 + 2 * R3) * (n 0 * e 0 + n 1 * e 1 + n 2 * e 2)
      + Complex.I * (R1 - R3) * (n 0 * e 1 - n 1 * e 0)) / 3 ∧
    amplitude R1 R3 e n 1 1 = ((R1 + 2 * R3) * (n 0 * e 0 + n 1 * e 1 + n 2 * e 2)
      - Complex.I * (R1 - R3) * (n 0 * e 1 - n 1 * e 0)) / 3 ∧
    amplitude R1 R3 e n 0 1 = (R1 - R3) *
      (Complex.I * (n 1 * e 2 - n 2 * e 1) - (n 2 * e 0 - n 0 * e 2)) / 3 ∧
    amplitude R1 R3 e n 1 0 = (R1 - R3) *
      (Complex.I * (n 1 * e 2 - n 2 * e 1) + (n 2 * e 0 - n 0 * e 2)) / 3 := by
  refine ⟨?_, ?_, ?_, ?_⟩ <;>
    simp only [amplitude, pHalf, pThreeHalf, Fin.sum_univ_three, spinOrbit_apply, dipoleState,
      Fin.isValue, one_ne_zero, zero_ne_one, ↓reduceIte] <;> ring

/-- For unit vectors `e` and `n`, the intensity is a cos² term with weight `|R1 + 2 R3|²` plus
a sin² term with weight `|R1 - R3|²`, divided by nine. -/
theorem intensity_eq (R1 R3 : ℂ) (e n : Fin 3 → ℝ) (he : e ⬝ᵥ e = 1) (hn : n ⬝ᵥ n = 1) :
    intensity R1 R3 e n = (Complex.normSq (R1 + 2 * R3) * (e ⬝ᵥ n) ^ 2
      + Complex.normSq (R1 - R3) * (1 - (e ⬝ᵥ n) ^ 2)) / 9 := by
  -- Lagrange's identity for |n × e|² is contained in this polynomial identity
  have key : intensity R1 R3 e n = (Complex.normSq (R1 + 2 * R3) * (e ⬝ᵥ n) ^ 2
      + Complex.normSq (R1 - R3) * ((e ⬝ᵥ e) * (n ⬝ᵥ n) - (e ⬝ᵥ n) ^ 2)) / 9 := by
    simp only [intensity, Fin.sum_univ_two, amplitude_apply, dotProduct, Fin.sum_univ_three,
      Complex.normSq_apply, Complex.add_re, Complex.add_im, Complex.sub_re, Complex.sub_im,
      Complex.mul_re, Complex.mul_im, Complex.I_re, Complex.I_im, Complex.ofReal_re,
      Complex.ofReal_im, Complex.div_ofNat_re, Complex.div_ofNat_im, Complex.re_ofNat,
      Complex.im_ofNat]
    ring
  rw [key, he, hn, one_mul]

/-- The first weight of the angular distribution, and twice the second, expanded in the moduli of
the amplitudes and their interference term. -/
theorem weights_eq (R1 R3 : ℂ) :
    Complex.normSq (R1 + 2 * R3) = (Complex.normSq R1 + 2 * Complex.normSq R3)
      + (2 * Complex.normSq R3 + 4 * (R1 * conj R3).re) ∧
    2 * Complex.normSq (R1 - R3) = 2 * (Complex.normSq R1 + 2 * Complex.normSq R3)
      - (2 * Complex.normSq R3 + 4 * (R1 * conj R3).re) := by
  constructor <;>
    simp only [Complex.normSq_apply, Complex.add_re, Complex.add_im, Complex.sub_re,
      Complex.sub_im, Complex.mul_re, Complex.mul_im, Complex.conj_re, Complex.conj_im,
      Complex.re_ofNat, Complex.im_ofNat] <;> ring

/-- The total strength `|R1|² + 2|R3|²` is positive if the amplitudes are not both zero. -/
theorem strength_pos {R1 R3 : ℂ} (h : R1 ≠ 0 ∨ R3 ≠ 0) :
    0 < Complex.normSq R1 + 2 * Complex.normSq R3 := by
  have h1 := Complex.normSq_nonneg R1
  have h3 := Complex.normSq_nonneg R3
  rcases h with h | h
  · linarith [Complex.normSq_pos.mpr h]
  · linarith [Complex.normSq_pos.mpr h]

/-- For amplitudes not both zero and a unit polarisation vector `e`, β is the one number `b` for
which the intensity in every direction is `(|R1|² + 2|R3|²)/9 · (1 + b P₂(cos θ))`. -/
theorem angular_distribution_iff {R1 R3 : ℂ} (h : R1 ≠ 0 ∨ R3 ≠ 0) (e : Fin 3 → ℝ)
    (he : e ⬝ᵥ e = 1) (b : ℝ) :
    (∀ n : Fin 3 → ℝ, n ⬝ᵥ n = 1 → intensity R1 R3 e n =
      (Complex.normSq R1 + 2 * Complex.normSq R3) / 9 * (1 + b * ((3 * (e ⬝ᵥ n) ^ 2 - 1) / 2)))
    ↔ b = asymmetry R1 R3 := by
  have hC := strength_pos h
  obtain ⟨hA, hB⟩ := weights_eq R1 R3
  unfold asymmetry
  rw [eq_div_iff hC.ne']
  constructor
  · intro H
    -- emission along the polarisation already fixes b
    have H1 := H e he
    rw [intensity_eq R1 R3 e e he he, he] at H1
    linear_combination (-9) * H1 + hA
  · intro hb n hn
    rw [intensity_eq R1 R3 e n he hn]
    linear_combination (e ⬝ᵥ n) ^ 2 / 9 * hA + (1 - (e ⬝ᵥ n) ^ 2) / 18 * hB
      - (3 * (e ⬝ᵥ n) ^ 2 - 1) / 18 * hb

/-- For amplitudes not both zero, β lies between -1 and 2; it is 2 exactly when `R1 = R3`, and
-1 exactly when `R1 = -2 R3`. -/
theorem asymmetry_range {R1 R3 : ℂ} (h : R1 ≠ 0 ∨ R3 ≠ 0) :
    -1 ≤ asymmetry R1 R3 ∧ asymmetry R1 R3 ≤ 2 ∧
    (asymmetry R1 R3 = 2 ↔ R1 = R3) ∧ (asymmetry R1 R3 = -1 ↔ R1 = -2 * R3) := by
  have hC := strength_pos h
  obtain ⟨hA, hB⟩ := weights_eq R1 R3
  have hD : asymmetry R1 R3 * (Complex.normSq R1 + 2 * Complex.normSq R3)
      = 2 * Complex.normSq R3 + 4 * (R1 * conj R3).re := div_mul_cancel₀ _ hC.ne'
  -- times the total strength, β + 1 is |R1 + 2 R3|² and 2 - β is 2|R1 - R3|²
  have h1 : (asymmetry R1 R3 + 1) * (Complex.normSq R1 + 2 * Complex.normSq R3)
      = Complex.normSq (R1 + 2 * R3) := by linear_combination hD - hA
  have h2 : (2 - asymmetry R1 R3) * (Complex.normSq R1 + 2 * Complex.normSq R3)
      = 2 * Complex.normSq (R1 - R3) := by linear_combination -hD - hB
  have p1 := Complex.normSq_nonneg (R1 + 2 * R3)
  have p2 := Complex.normSq_nonneg (R1 - R3)
  refine ⟨by nlinarith, by nlinarith, ⟨fun hb => ?_, fun hR => ?_⟩, ⟨fun hb => ?_, fun hR => ?_⟩⟩
  · rw [hb] at h2
    have h0 : Complex.normSq (R1 - R3) = 0 := by linarith
    exact sub_eq_zero.mp (Complex.normSq_eq_zero.mp h0)
  · have h0 : R1 - R3 = 0 := sub_eq_zero.mpr hR
    rw [h0, map_zero, mul_zero] at h2
    linarith [(mul_eq_zero.mp h2).resolve_right hC.ne']
  · rw [hb] at h1
    have h0 : Complex.normSq (R1 + 2 * R3) = 0 := by linarith
    linear_combination Complex.normSq_eq_zero.mp h0
  · have h0 : R1 + 2 * R3 = 0 := by linear_combination hR
    rw [h0, map_zero] at h1
    linarith [(mul_eq_zero.mp h1).resolve_right hC.ne']

/-- For `R1 ≠ R3`, β is `2(|x|² - 1)/(|x|² + 2)` in terms of the complex Fano parameter
`x = (R1 + 2 R3)/(R3 - R1)`. -/
theorem asymmetry_fano {R1 R3 : ℂ} (h : R1 ≠ R3) :
    asymmetry R1 R3 = 2 * (Complex.normSq ((R1 + 2 * R3) / (R3 - R1)) - 1) /
      (Complex.normSq ((R1 + 2 * R3) / (R3 - R1)) + 2) := by
  have hne : R1 ≠ 0 ∨ R3 ≠ 0 := by
    by_contra hc
    push Not at hc
    exact h (hc.1.trans hc.2.symm)
  have hC := strength_pos hne
  obtain ⟨hA, hB⟩ := weights_eq R1 R3
  have hx : Complex.normSq ((R1 + 2 * R3) / (R3 - R1)) * Complex.normSq (R1 - R3)
      = Complex.normSq (R1 + 2 * R3) := by
    rw [← neg_sub R3 R1, Complex.normSq_neg, ← Complex.normSq_mul,
      div_mul_cancel₀ _ (sub_ne_zero.mpr h.symm)]
  have hX := Complex.normSq_nonneg ((R1 + 2 * R3) / (R3 - R1))
  unfold asymmetry
  rw [div_eq_div_iff hC.ne' (by linarith)]
  linear_combination Complex.normSq ((R1 + 2 * R3) / (R3 - R1)) * hB - 2 * hx - 2 * hA

/-- For nonzero amplitudes of equal modulus and relative phase δ, β is `(2 + 4 cos δ)/3`. -/
theorem asymmetry_phase {R : ℂ} (hR : R ≠ 0) (δ : ℝ) :
    asymmetry (Complex.exp (δ * Complex.I) * R) R = (2 + 4 * Real.cos δ) / 3 := by
  have hp := Complex.normSq_pos.mpr hR
  have h1 : Complex.normSq (Complex.exp (δ * Complex.I) * R) = Complex.normSq R := by
    rw [Complex.normSq_mul, Complex.normSq_eq_norm_sq (Complex.exp _),
      Complex.norm_exp_ofReal_mul_I, one_pow, one_mul]
  have h2 : (Complex.exp (δ * Complex.I) * R * conj R).re = Real.cos δ * Complex.normSq R := by
    rw [mul_assoc, Complex.mul_conj, Complex.re_mul_ofReal, Complex.exp_ofReal_mul_I_re]
  unfold asymmetry
  rw [h1, h2, div_eq_div_iff (by linarith) (by norm_num)]
  ring

end

end PhotoelectronAsymmetry
```

```lean
#print axioms PhotoelectronAsymmetry.spinOrbit_apply
-- 'PhotoelectronAsymmetry.spinOrbit_apply' depends on axioms: [propext, Classical.choice, Quot.sound]
#print axioms PhotoelectronAsymmetry.angular_distribution_iff
-- 'PhotoelectronAsymmetry.angular_distribution_iff' depends on axioms: [propext, Classical.choice, Quot.sound]
#print axioms PhotoelectronAsymmetry.asymmetry_fano
-- 'PhotoelectronAsymmetry.asymmetry_fano' depends on axioms: [propext, Classical.choice, Quot.sound]
#print axioms PhotoelectronAsymmetry.asymmetry_phase
-- 'PhotoelectronAsymmetry.asymmetry_phase' depends on axioms: [propext, Classical.choice, Quot.sound]
```

## How Lean carries out the algebra

`spinOrbit_apply` writes out the six components of σ·L, and `spinOrbit_eigenparts` uses them to check the eigenvalues −2 and 1. `amplitude_apply` gives the four matrix elements of M.

In `intensity_eq`, `ring` proves the squared and summed expression as a polynomial identity, with |n × e|² in the form (e·e)(n·n) − (e·n)²; the unit lengths enter afterwards. `weights_eq` is the expansion in C and N, and `strength_pos` is C > 0.

For uniqueness, `angular_distribution_iff` sets n = e; for the converse, `linear_combination` assembles the distribution from the two weights. In `asymmetry_range`, `h1` and `h2` are the two identities for β + 1 and 2 − β. `nlinarith` draws the bounds from them, and `Complex.normSq_eq_zero` turns a vanishing square into the amplitude condition. `asymmetry_fano` clears denominators and combines the two expanded weights. `asymmetry_phase` evaluates the modulus and the interference term for the given phase factor, then clears denominators.
